# Planar Dipole Arrays with Threefold or Higher Rotational Symmetry about a Site: Image Energies of Opposite Sign for In-Plane and Perpendicular Dipoles

Let $\Lambda$ be a finite nonempty set of nonzero points in a plane, invariant under a quarter turn about the origin, and let $S=\sum_{r\in\Lambda}|r|^{-3}$. In Gaussian units, if identical parallel unit point dipoles sit at the origin and at every point of $\Lambda$, the dipole at the origin interacts with the others with total energy $-S/2$ when the dipoles lie in the plane, whatever their direction in it, and with total energy $+S$ when they stand perpendicular to it.

More generally, let the dipoles have in-plane part $u$ and perpendicular part $m$. Let $\Lambda$ be finite or infinite, with $S$ convergent, and invariant under some rotation about the origin by an angle other than 0 or 180 degrees. Then the energy is

$$E=\Bigl(m^2-\tfrac12|u|^2\Bigr)S,\qquad S>0 .$$

In a supercell calculation of a defect in a two-dimensional material, $\Lambda$ is the set of periodic images. When this set has the required symmetry, as in a square or hexagonal supercell, the formula gives the sign of the dipolar finite-size error for unscreened point dipoles whose images all lie in one plane.

## The derivation with complex numbers

Write vectors in the plane as complex numbers, so that $u\cdot r=\operatorname{Re}(\bar u r)$, with the bar denoting complex conjugation. In Gaussian units, two identical parallel dipoles separated by the in-plane vector $r\neq0$ have energy

$$V(r)=\frac{|u|^2+m^2}{|r|^3}-\frac{3(u\cdot r)^2}{|r|^5}.$$

The perpendicular part $m$ is absent from the second term because the separation has no perpendicular component.

For any complex $z$, squaring $\operatorname{Re}z=(z+\bar z)/2$ gives $(\operatorname{Re}z)^2=\tfrac12\bigl(|z|^2+\operatorname{Re}z^2\bigr)$. With $z=\bar u r$ this becomes

$$(u\cdot r)^2=\tfrac12\Bigl(|u|^2|r|^2+\operatorname{Re}(\bar u^2r^2)\Bigr).$$

The first part is isotropic, and the second varies with twice the angle between $u$ and $r$. Substitution into the pair energy gives

$$V(r)=\Bigl(m^2-\tfrac12|u|^2\Bigr)\frac1{|r|^3}-\frac32\operatorname{Re}\Bigl(\bar u^2\,\frac{r^2}{|r|^5}\Bigr).$$

It remains to sum the second term. Let $Q=\sum_{r\in\Lambda}r^2/|r|^5$. The sum converges absolutely, since its terms have modulus $|r|^{-3}$. Let $\omega$ be the complex number of modulus 1 that represents the rotation. Multiplication by $\omega$ permutes the sites, so replacing $r$ by $\omega r$ leaves the sum unchanged, while each term acquires a factor $\omega^2$:

$$Q=\sum_{r\in\Lambda}\frac{(\omega r)^2}{|\omega r|^5}=\omega^2Q .$$

Hence $(\omega^2-1)Q=0$. The rotation is not by 0 or 180 degrees, so $\omega^2\neq1$ and $Q=0$. Only the isotropic term survives, and its sum is $(m^2-|u|^2/2)S$.

The smallest case with a quarter turn shows the cancellation directly. For images at $1,i,-1,-i$ and a unit dipole along the real axis, the two images on the axis contribute $-2$ each and the other two $+1$ each. The total is $-2=-S/2$, with $S=4$.

## Numbers for a square supercell

For a square supercell of side $L$, the images occupy all nonzero points of a square lattice, and numerical summation gives $S\approx9.03/L^3$. The interaction energy per cell is half the energy $E$ above, because each pair is shared between two cells. A dipole of one atomic unit in a cell with $L=20$ bohr therefore contributes about $+15.4$ meV per cell when perpendicular and about $-7.7$ meV when in the plane. Doubling $L$ divides both values by eight.

The symmetry required is that of the array of images, not that of the defect. A defect of low symmetry in a square or hexagonal supercell still qualifies.

## Dipoles and image sites in Lean

```lean
import Mathlib

open Complex ComplexConjugate

namespace PlanarDipoleImages

noncomputable section
```

The plane is the type `ℂ`, and the scalar product is written out in components.

```lean
/-- Scalar product of two vectors in the plane, each written as a complex number `x + i y`. -/
def planeDot (u r : ℂ) : ℝ := u.re * r.re + u.im * r.im
```

The pair energy takes the in-plane part `u` as a complex number and the perpendicular part `m` as a real number. A perpendicular unit dipole is `u = 0`, `m = 1`, and an in-plane one has `‖u‖ = 1`, `m = 0`. The formula fixes Gaussian units and assumes rigid point dipoles in vacuum: screening, polarisation of the dipoles by one another and the finite extent of the charge distributions are left out.

```lean
/-- Interaction energy (Gaussian units) of two identical parallel point dipoles with in-plane
part `u` and perpendicular part `m`, separated by the nonzero in-plane vector `r`. -/
def pairEnergy (u : ℂ) (m : ℝ) (r : ℂ) : ℝ :=
  (‖u‖ ^ 2 + m ^ 2) / ‖r‖ ^ 3 - 3 * planeDot u r ^ 2 / ‖r‖ ^ 5
```

The quantity $S$ is a sum over the sites of a set `Λ`, which may be infinite. The theorems below assume its convergence where it is needed.

```lean
/-- The sum of inverse cubed distances from the origin to the sites of `Λ`, for a set `Λ` of
nonzero sites on which this sum converges. -/
def imageSum (Λ : Set ℂ) : ℝ := ∑' r : Λ, 1 / ‖(r : ℂ)‖ ^ 3
```

## The angular part and its cancellation

The first lemma is the splitting of $(u\cdot r)^2$. Its proof writes both squared norms in real and imaginary parts, expands the complex products and compares polynomials with `ring`.

```lean
/-- The squared scalar product of `u` and `r` is an isotropic part plus a part that varies with
twice the angle between the two vectors. -/
theorem planeDot_sq (u r : ℂ) :
    planeDot u r ^ 2 = (‖u‖ ^ 2 * ‖r‖ ^ 2 + ((conj u) ^ 2 * r ^ 2).re) / 2 := by
  rw [Complex.sq_norm, Complex.sq_norm, Complex.normSq_apply, Complex.normSq_apply]
  simp only [planeDot, pow_two, Complex.mul_re, Complex.mul_im, Complex.conj_re,
    Complex.conj_im]
  ring
```

The second lemma is the argument for $Q=0$, with an arbitrary function $w(|r|)$ in place of $|r|^{-5}$. The hypotheses `hω` and `hω2` say that `ω` is a rotation and that it is not by 0 or 180 degrees. The hypothesis `hrot` says that a point belongs to `Λ` exactly when its rotated copy does. Absolute convergence enters as `hs`. The conclusion `HasSum … 0` states that the series converges and that its sum is zero.

```lean
/-- If a set of sites is invariant under a rotation `ω` other than 0 or 180 degrees, its
quadrupole sum with any radial weight `w` vanishes, provided it converges absolutely. -/
theorem quadrupole_sum_zero {Λ : Set ℂ} {ω : ℂ} (hω : ‖ω‖ = 1) (hω2 : ω ^ 2 ≠ 1)
    (hrot : ∀ r, ω * r ∈ Λ ↔ r ∈ Λ) (w : ℝ → ℝ)
    (hs : Summable fun r : Λ => w ‖(r : ℂ)‖ * ‖(r : ℂ)‖ ^ 2) :
    HasSum (fun r : Λ => ((w ‖(r : ℂ)‖ : ℝ) : ℂ) * (r : ℂ) ^ 2) 0 := by
  have hω0 : ω ≠ 0 := by
    rintro rfl
    simp at hω
  let f : Λ → ℂ := fun r => ((w ‖(r : ℂ)‖ : ℝ) : ℂ) * (r : ℂ) ^ 2
  have hf : Summable f := by
    apply Summable.of_norm
    have e : (fun r : Λ => ‖f r‖) = fun r : Λ => |w ‖(r : ℂ)‖ * ‖(r : ℂ)‖ ^ 2| := by
      funext r
      simp [f, abs_mul]
    rw [e]
    exact hs.abs
  -- the rotation permutes the sites and multiplies each term by `ω ^ 2`
  let e : Λ ≃ Λ := (Equiv.mulLeft₀ ω hω0).subtypeEquiv (fun r => (hrot r).symm)
  have h1 := e.tsum_eq f
  have h2 : ∀ r, f (e r) = ω ^ 2 * f r := by
    intro r
    have he : ((e r : Λ) : ℂ) = ω * r := rfl
    simp only [f, he, norm_mul, hω, one_mul]
    ring
  rw [tsum_congr h2, tsum_mul_left] at h1
  have h3 : (ω ^ 2 - 1) * ∑' r, f r = 0 := by linear_combination h1
  have h4 := (mul_eq_zero.mp h3).resolve_left (sub_ne_zero.mpr hω2)
  have h5 := hf.hasSum
  rw [h4] at h5
  exact h5
```

In the proof, `f` is the summand, and `hf` derives its summability from that of its norm. The equivalence `e` is the rotation regarded as a permutation of the sites, and `h1` says that relabelling by `e` does not change the sum. The factor $\omega^2$ in each term is `h2`. Together they give `h3`, which is $(\omega^2-1)Q=0$, and `hω2` allows the first factor to be cancelled.

## The energy of a tilted dipole

The main theorem has two conclusions: $S$ is positive, and the pair energies sum to $(m^2-|u|^2/2)S$. The hypothesis `h0` keeps the dipole at the origin out of its own set of images, and `hs` is the convergence of $S$. For a lattice of images this convergence is a familiar fact about inverse cubes in two dimensions, but here it is assumed and not derived.

```lean
/-- Let a nonempty set of nonzero image sites be invariant under a rotation other than 0 or
180 degrees, with convergent sum `S` of inverse cubed distances. Then `S` is positive and the
dipole at the origin interacts with its images with total energy `(m² - |u|²/2) S`. -/
theorem dipole_image_energy {Λ : Set ℂ} {ω : ℂ} (hne : Λ.Nonempty) (h0 : (0 : ℂ) ∉ Λ)
    (hω : ‖ω‖ = 1) (hω2 : ω ^ 2 ≠ 1) (hrot : ∀ r, ω * r ∈ Λ ↔ r ∈ Λ)
    (hs : Summable fun r : Λ => 1 / ‖(r : ℂ)‖ ^ 3) (u : ℂ) (m : ℝ) :
    0 < imageSum Λ ∧
      HasSum (fun r : Λ => pairEnergy u m r) ((m ^ 2 - ‖u‖ ^ 2 / 2) * imageSum Λ) := by
  have hpos : ∀ r : Λ, 0 < ‖(r : ℂ)‖ := fun r =>
    norm_pos_iff.mpr (fun h => h0 (h ▸ r.2))
  have hpow : ∀ r : Λ, 1 / ‖(r : ℂ)‖ ^ 5 * ‖(r : ℂ)‖ ^ 2 = 1 / ‖(r : ℂ)‖ ^ 3 := by
    intro r
    have := (hpos r).ne'
    field_simp
  constructor
  · obtain ⟨a, ha⟩ := hne
    have hp := hpos ⟨a, ha⟩
    exact hs.tsum_pos (fun r => by positivity) ⟨a, ha⟩ (by positivity)
  · -- the anisotropic part of the energy is a quadrupole sum, hence zero
    have hs' : Summable fun r : Λ =>
        (fun t : ℝ => 1 / t ^ 5) ‖(r : ℂ)‖ * ‖(r : ℂ)‖ ^ 2 := by
      have e : (fun r : Λ => (fun t : ℝ => 1 / t ^ 5) ‖(r : ℂ)‖ * ‖(r : ℂ)‖ ^ 2)
          = fun r : Λ => 1 / ‖(r : ℂ)‖ ^ 3 := funext hpow
      rw [e]
      exact hs
    have hQ := quadrupole_sum_zero hω hω2 hrot (fun t : ℝ => 1 / t ^ 5) hs'
    have hR : HasSum (fun r : Λ =>
        ((conj u) ^ 2 * (((1 / ‖(r : ℂ)‖ ^ 5 : ℝ) : ℂ) * (r : ℂ) ^ 2)).re) 0 := by
      have h := Complex.reCLM.hasSum (hQ.mul_left ((conj u) ^ 2))
      rw [mul_zero, map_zero] at h
      exact h
    have hE := (hs.hasSum.mul_left (m ^ 2 - ‖u‖ ^ 2 / 2)).sub (hR.mul_left (3 / 2))
    rw [mul_zero, sub_zero] at hE
    have key : (fun r : Λ => pairEnergy u m r) = fun r : Λ =>
        (m ^ 2 - ‖u‖ ^ 2 / 2) * (1 / ‖(r : ℂ)‖ ^ 3) - 3 / 2 *
          ((conj u) ^ 2 * (((1 / ‖(r : ℂ)‖ ^ 5 : ℝ) : ℂ) * (r : ℂ) ^ 2)).re := by
      funext r
      rw [mul_left_comm ((conj u) ^ 2), Complex.re_ofReal_mul]
      unfold pairEnergy
      rw [planeDot_sq]
      generalize ((conj u) ^ 2 * (r : ℂ) ^ 2).re = q
      linear_combination (-(3 / 2) * ‖u‖ ^ 2) * hpow r
    rw [key]
    exact hE
```

Positivity follows because every term is positive and there is at least one site. For the energy, `hpow` records $|r|^{-5}|r|^2=|r|^{-3}$, which turns the convergence of $S$ into the condition required by the quadrupole lemma. The lemma, applied with $w(t)=1/t^5$, gives `hQ`. Multiplying by $\bar u^2$ and taking the real part gives `hR`, the vanishing of the direction-dependent sum. The step `hE` combines this with the isotropic sum. Finally, `key` is the rewritten form of $V(r)$ from the derivation, proved site by site with `planeDot_sq`.

## Finite sets with a quarter turn

For a finite set the sums are ordinary finite sums and convergence is automatic. The quarter turn is multiplication by `I`. The theorem holds for every `u` of norm 1, so the value $-S/2$ does not depend on the direction of the dipole within the plane.

```lean
/-- For a finite nonempty set of nonzero sites invariant under a quarter turn, every in-plane
unit dipole has image energy `-S/2` and the perpendicular unit dipole has image energy `S`,
where `S > 0` is the sum of inverse cubed distances. -/
theorem quarter_turn_sign_reversal (s : Finset ℂ) (hne : s.Nonempty) (h0 : (0 : ℂ) ∉ s)
    (hrot : ∀ r ∈ s, I * r ∈ s) (u : ℂ) (hu : ‖u‖ = 1) :
    0 < ∑ r ∈ s, 1 / ‖r‖ ^ 3 ∧
      ∑ r ∈ s, pairEnergy u 0 r = -(∑ r ∈ s, 1 / ‖r‖ ^ 3) / 2 ∧
      ∑ r ∈ s, pairEnergy 0 1 r = ∑ r ∈ s, 1 / ‖r‖ ^ 3 := by
  -- four quarter turns are the identity, so invariance holds in both directions
  have hrot' : ∀ r, I * r ∈ (s : Set ℂ) ↔ r ∈ (s : Set ℂ) := by
    intro r
    refine ⟨fun h => ?_, fun h => hrot r h⟩
    have h3 := hrot _ (hrot _ (hrot _ h))
    have e : I * (I * (I * (I * r))) = r := by
      linear_combination (I ^ 2 - 1) * r * Complex.I_sq
    rw [e] at h3
    exact h3
  have hI : I ^ 2 ≠ 1 := by
    rw [Complex.I_sq]
    norm_num
  have hS : imageSum (s : Set ℂ) = ∑ r ∈ s, 1 / ‖r‖ ^ 3 :=
    s.tsum_subtype' (fun r : ℂ => 1 / ‖r‖ ^ 3)
  have main := dipole_image_energy (Λ := (s : Set ℂ)) hne h0 Complex.norm_I hI hrot'
    (s.summable (fun r : ℂ => 1 / ‖r‖ ^ 3))
  have hE : ∀ (v : ℂ) (m : ℝ), ∑ r ∈ s, pairEnergy v m r
      = (m ^ 2 - ‖v‖ ^ 2 / 2) * ∑ r ∈ s, 1 / ‖r‖ ^ 3 := by
    intro v m
    rw [← hS]
    exact (s.tsum_subtype' (pairEnergy v m)).symm.trans (main v m).2.tsum_eq
  refine ⟨hS ▸ (main u 0).1, ?_, ?_⟩
  · rw [hE, hu]
    ring
  · rw [hE, norm_zero]
    ring
```

The hypothesis here asks only that the quarter turn map the set into itself. The step `hrot'` supplies the converse: if $ir$ belongs to the set, three further quarter turns bring it to $i^4r=r$. After `hS` has identified `imageSum` with the finite sum, `hE` restates the main theorem for finite sums. Setting $|u|=1$, $m=0$ and then $u=0$, $m=1$ gives the two energies.

## The tilt at which the image energy vanishes

Between the two orientations the energy passes through zero. Since $S>0$, this happens exactly when $|u|^2=2m^2$. For a nonzero dipole at angle $\theta$ to the normal of the plane, the condition reads $\tan\theta=\sqrt2$, or $\theta\approx54.7^\circ$.

```lean
/-- For a nonempty set of nonzero sites invariant under a rotation other than 0 or 180 degrees,
with convergent sum of inverse cubed distances, the image energy of a tilted dipole vanishes
exactly when `|u|² = 2 m²`. -/
theorem image_energy_eq_zero_iff {Λ : Set ℂ} {ω : ℂ} (hne : Λ.Nonempty) (h0 : (0 : ℂ) ∉ Λ)
    (hω : ‖ω‖ = 1) (hω2 : ω ^ 2 ≠ 1) (hrot : ∀ r, ω * r ∈ Λ ↔ r ∈ Λ)
    (hs : Summable fun r : Λ => 1 / ‖(r : ℂ)‖ ^ 3) (u : ℂ) (m : ℝ) :
    ∑' r : Λ, pairEnergy u m r = 0 ↔ ‖u‖ ^ 2 = 2 * m ^ 2 := by
  obtain ⟨hpos, h⟩ := dipole_image_energy hne h0 hω hω2 hrot hs u m
  rw [h.tsum_eq, mul_eq_zero, or_iff_left hpos.ne']
  constructor <;> intro h' <;> linarith
```

The proof replaces the infinite sum by its value from the main theorem, cancels the positive factor $S$ and leaves a linear relation between $|u|^2$ and $m^2$.

## Two images on a line

The condition $\omega^2\neq1$ can't be weakened to $\omega\neq1$. The sites $1$ and $-1$ are exchanged by a rotation of 180 degrees, for which $\omega=-1$ and $\omega^2=1$. The equation $(\omega^2-1)Q=0$ then says nothing about $Q$, and in fact $Q=2$.

```lean
/-- Twofold symmetry is not enough: with images at `1` and `-1` only, a unit dipole along the
line of images has energy `-4`, and an in-plane unit dipole across it has energy `2`. -/
theorem twofold_symmetry_insufficient :
    ∑ r ∈ ({1, -1} : Finset ℂ), pairEnergy 1 0 r = -4 ∧
      ∑ r ∈ ({1, -1} : Finset ℂ), pairEnergy I 0 r = 2 := by
  have h : (1 : ℂ) ≠ -1 := by norm_num [Complex.ext_iff]
  rw [Finset.sum_pair h, Finset.sum_pair h]
  constructor <;> norm_num [pairEnergy, planeDot]

end

end PlanarDipoleImages
```

A dipole along the line of images is head to tail with both neighbours and has energy $2(1-3)=-4$. A dipole across the line lies side by side with them and has energy $2$. Here $S=2$, so $-S/2=-1$ is the value for neither direction, though it is their mean. The Lean proof writes each sum as two terms and evaluates them.

In a rectangular supercell with unequal sides, the lattice of images likewise has only twofold rotational symmetry. The in-plane image energy may then depend on how the dipole is oriented relative to the cell edges, and the single number $S$ no longer suffices to determine it.

```lean
#print axioms PlanarDipoleImages.dipole_image_energy
-- 'PlanarDipoleImages.dipole_image_energy' depends on axioms: [propext, Classical.choice, Quot.sound]
#print axioms PlanarDipoleImages.quarter_turn_sign_reversal
-- 'PlanarDipoleImages.quarter_turn_sign_reversal' depends on axioms: [propext, Classical.choice, Quot.sound]
#print axioms PlanarDipoleImages.image_energy_eq_zero_iff
-- 'PlanarDipoleImages.image_energy_eq_zero_iff' depends on axioms: [propext, Classical.choice, Quot.sound]
#print axioms PlanarDipoleImages.twofold_symmetry_insufficient
-- 'PlanarDipoleImages.twofold_symmetry_insufficient' depends on axioms: [propext, Classical.choice, Quot.sound]
```
